# Two Cholesky vectors of a nonnegative four-point kernel give J − K = −1

On four grid points numbered 0 to 3, the interaction kernel V with rows (1,1,0,1), (1,2,1,0), (0,1,2,0), (1,0,0,3) is positive semidefinite and has nonnegative entries. Its Cholesky approximation V₂, built from the pivots 0 and 1, is still positive semidefinite but has V₂(2,3) = −1. For orbitals located at the points 2 and 3, the Coulomb integral J minus the exchange integral K is 0 with V and −1 with V₂. In the Hartree-Fock energy J − K is the repulsion of two occupied orbitals of equal spin, so in this four-point model with prescribed pivots a truncated factorisation makes such a pair attract.

## Kernels, Cholesky steps and orbitals

The grid is a finite type `n` with points i, j, p, q. A kernel W is a real matrix, and `IsPSD` asks for symmetry and xᵀWx ≥ 0 for every real vector x, written `x ⬝ᵥ W *ᵥ x`.

```lean
import Mathlib

open Matrix ComplexConjugate

namespace TruncatedCholesky

noncomputable section

variable {n : Type*} [Fintype n] [DecidableEq n]

/-- A real kernel on the grid is positive semidefinite: symmetric, with nonnegative quadratic
form. -/
def IsPSD (W : Matrix n n ℝ) : Prop :=
  (∀ i j, W i j = W j i) ∧ ∀ x : n → ℝ, 0 ≤ x ⬝ᵥ W *ᵥ x
```

A step at the pivot p forms a vector l and a residual W′:

l(i) = W(i,p) / √W(p,p)

W′ = W − l lᵀ

The approximation A(W, ps) for a list ps of pivots adds up the products l lᵀ, each vector taken from the current residual. `Admissible` requires W(p,p) > 0 in that residual, which is the condition for the division to mean anything; at a nonpositive pivot Lean's conventions would give l = 0. The list is supplied from outside, with no rule that selects the largest diagonal element.

```lean
/-- The Cholesky vector `W(x,p) / √W(p,p)` of the kernel `W` at the pivot `p`. -/
def cholVec (W : Matrix n n ℝ) (p : n) : n → ℝ := fun x => W x p / Real.sqrt (W p p)

/-- The residual kernel `W - l lᵀ` after one Cholesky step at the pivot `p`. -/
def cholStep (W : Matrix n n ℝ) (p : n) : Matrix n n ℝ :=
  W - vecMulVec (cholVec W p) (cholVec W p)

/-- The truncated Cholesky approximation: the sum of `l lᵀ` over a list of pivots, each vector
taken from the current residual. -/
def cholApprox : Matrix n n ℝ → List n → Matrix n n ℝ
  | _, [] => 0
  | W, p :: ps => vecMulVec (cholVec W p) (cholVec W p) + cholApprox (cholStep W p) ps

/-- A list of pivots is admissible if each pivot has a strictly positive diagonal element in the
current residual. -/
def Admissible : Matrix n n ℝ → List n → Prop
  | _, [] => True
  | W, p :: ps => 0 < W p p ∧ Admissible (cholStep W p) ps
```

Orbitals a, b are complex functions on the grid, without spin label and with unit quadrature weights. For a kernel v,

J_ab = Σ_i Σ_j a*(i) a(i) v(i,j) b*(j) b(j)

K_ab = Σ_i Σ_j a*(i) b(i) v(i,j) b*(j) a(j)

The code names these summation points `x`, `y`. The orbital δ_p equals 1 at p and 0 elsewhere. The matrix `kernel` is V, a model chosen for its signs and not a sampled Coulomb potential.

```lean
/-- The Coulomb integral `J_ab` of the orbitals `a`, `b` for the kernel `v`. -/
def coulomb (v : Matrix n n ℝ) (a b : n → ℂ) : ℂ :=
  ∑ x, ∑ y, conj (a x) * a x * (v x y : ℂ) * (conj (b y) * b y)

/-- The exchange integral `K_ab` of the orbitals `a`, `b` for the kernel `v`. -/
def exchange (v : Matrix n n ℝ) (a b : n → ℂ) : ℂ :=
  ∑ x, ∑ y, conj (a x) * b x * (v x y : ℂ) * (conj (b y) * a y)

/-- The orbital located at the grid point `p`, with amplitude one there and zero elsewhere. -/
def pointOrbital (p : n) : n → ℂ := fun x => if x = p then 1 else 0

/-- The four-point kernel on the grid points 0 to 3. -/
def kernel : Matrix (Fin 4) (Fin 4) ℝ := !![1, 1, 0, 1; 1, 2, 1, 0; 0, 1, 2, 0; 1, 0, 0, 3]
```

## (a) The form of an outer product

Show that xᵀ(l lᵀ)x = (l·x)² for real vectors l, x.

Component i of (l lᵀ)x is Σ_j l(i) l(j) x(j) = (l·x) l(i). The dot product with x gives (l·x)². In the code `vecMulVec l l` is l lᵀ, `h` is the first equation, and the last line takes the dot product.

```lean
omit [DecidableEq n] in
/-- The quadratic form of the rank-one kernel `l lᵀ` is the square of the overlap with `l`. -/
theorem outer_quadratic (l x : n → ℝ) : x ⬝ᵥ vecMulVec l l *ᵥ x = (l ⬝ᵥ x) ^ 2 := by
  have h : vecMulVec l l *ᵥ x = (l ⬝ᵥ x) • l := by
    ext i
    simp only [mulVec, dotProduct, vecMulVec_apply, Pi.smul_apply, smul_eq_mul, Finset.sum_mul]
    exact Finset.sum_congr rfl fun j _ => by ring
  rw [h, dotProduct_smul, dotProduct_comm x l, smul_eq_mul, sq]
```

## (b) What one step removes

Let W be symmetric with W(p,p) > 0. Show that

xᵀW′x = xᵀWx − (Wx)_p² / W(p,p)

Symmetry turns column p into row p:

l·x = Σ_j W(j,p) x(j) / √W(p,p) = (Wx)_p / √W(p,p)

This is `h`, where `hs j p` supplies the symmetry. Part (a) squares it, and `Real.sq_sqrt` removes the root.

```lean
omit [DecidableEq n] in
/-- For a symmetric kernel with positive pivot, one Cholesky step lowers the quadratic form by
`(W x)_p² / W(p,p)`. -/
theorem cholStep_quadratic {W : Matrix n n ℝ} (hs : ∀ i j, W i j = W j i) {p : n}
    (hp : 0 < W p p) (x : n → ℝ) :
    x ⬝ᵥ cholStep W p *ᵥ x = x ⬝ᵥ W *ᵥ x - ((W *ᵥ x) p) ^ 2 / W p p := by
  have h : cholVec W p ⬝ᵥ x = (W *ᵥ x) p / Real.sqrt (W p p) := by
    simp only [cholVec, dotProduct, mulVec, Finset.sum_div]
    exact Finset.sum_congr rfl fun j _ => by rw [hs j p]; ring
  rw [cholStep, sub_mulVec, dotProduct_sub, outer_quadratic, h, div_pow, Real.sq_sqrt hp.le]
```

## (c) The residual stays positive semidefinite

Let W be positive semidefinite with W(p,p) > 0. Show the same for W′.

Symmetry holds because l(i) l(j) = l(j) l(i). Let e_p be the unit vector at p, s = (Wx)_p and c = W(p,p). For every real t,

0 ≤ (x − t e_p)ᵀ W (x − t e_p) = xᵀWx − (2ts − t²c)

At t = s/c the bracket is s²/c, and by (b) the right side is xᵀW′x. The vector e_p is `Pi.single p 1`; `h1` and `h2` identify both cross terms with s, `h3` gives c, `key` is the inequality and `e` evaluates the bracket.

```lean
/-- A Cholesky step at a positive pivot of a positive semidefinite kernel leaves a positive
semidefinite residual. -/
theorem cholStep_isPSD {W : Matrix n n ℝ} (hW : IsPSD W) {p : n} (hp : 0 < W p p) :
    IsPSD (cholStep W p) := by
  refine ⟨fun i j => ?_, fun x => ?_⟩
  · simp only [cholStep, Matrix.sub_apply, vecMulVec_apply]
    rw [hW.1 i j, mul_comm]
  · have he : W *ᵥ (Pi.single p 1 : n → ℝ) = fun i => W i p := by
      ext i
      simp [mulVec, dotProduct, Pi.single_apply]
    have h1 : (Pi.single p 1 : n → ℝ) ⬝ᵥ W *ᵥ x = (W *ᵥ x) p := by
      rw [single_dotProduct, one_mul]
    have h2 : x ⬝ᵥ W *ᵥ (Pi.single p 1 : n → ℝ) = (W *ᵥ x) p := by
      rw [he]
      simp only [dotProduct, mulVec]
      exact Finset.sum_congr rfl fun j _ => by rw [hW.1 j p]; ring
    have h3 : (Pi.single p 1 : n → ℝ) ⬝ᵥ W *ᵥ (Pi.single p 1 : n → ℝ) = W p p := by
      rw [he, single_dotProduct, one_mul]
    -- positivity of `W` along the line `x - t e_p`
    have key : ∀ t : ℝ, 0 ≤ x ⬝ᵥ W *ᵥ x - (2 * t * (W *ᵥ x) p - t ^ 2 * W p p) := by
      intro t
      have h := hW.2 (x - t • (Pi.single p 1 : n → ℝ))
      simp only [mulVec_sub, mulVec_smul, sub_dotProduct, dotProduct_sub, smul_dotProduct,
        dotProduct_smul, smul_eq_mul, h1, h2, h3] at h
      linarith
    have e : ∀ s c : ℝ, c ≠ 0 → 2 * (s / c) * s - (s / c) ^ 2 * c = s ^ 2 / c := by
      intro s c hc
      field_simp
      ring
    -- the minimum along the line is the form of the residual
    rw [cholStep_quadratic hW.1 hp, ← e _ _ hp.ne']
    exact key _
```

## (d) Approximation and remainder

Let W be positive semidefinite and ps admissible. Show that A(W, ps) and W − A(W, ps) are both positive semidefinite.

For the empty list they are 0 and W. For a list with first pivot p and rest ps′,

A(W, ps) = l lᵀ + A(W′, ps′)

W − A(W, ps) = W′ − A(W′, ps′)

By (c) the induction hypothesis applies to W′. The form of the first line is a square by (a) plus a nonnegative term, and the second line is the remainder for W′. The kernel changes at each step, hence `generalizing W`; the rewrite `← sub_sub` is the second equation.

```lean
/-- For a positive semidefinite kernel and admissible pivots, the truncated Cholesky
approximation and the discarded remainder are both positive semidefinite. -/
theorem cholApprox_isPSD (ps : List n) {W : Matrix n n ℝ} (hW : IsPSD W)
    (hps : Admissible W ps) : IsPSD (cholApprox W ps) ∧ IsPSD (W - cholApprox W ps) := by
  induction ps generalizing W with
  | nil =>
    simp only [cholApprox, sub_zero]
    exact ⟨⟨fun _ _ => rfl, fun x => by simp⟩, hW⟩
  | cons p ps ih =>
    simp only [Admissible] at hps
    obtain ⟨hA, hR⟩ := ih (cholStep_isPSD hW hps.1) hps.2
    refine ⟨⟨fun i j => ?_, fun x => ?_⟩, ?_⟩
    · simp only [cholApprox, Matrix.add_apply, vecMulVec_apply]
      rw [hA.1 i j, mul_comm]
    · rw [cholApprox, add_mulVec, dotProduct_add, outer_quadratic]
      exact add_nonneg (sq_nonneg _) (hA.2 x)
    · rw [cholApprox, ← sub_sub]
      exact hR
```

## (e) Orbitals at two points

For p ≠ q and any real matrix v, show that δ_p, δ_q are orthonormal and that J − K = v(p,q).

The density δ_p* δ_p equals δ_p and sums to 1, and likewise for q (`h1`). The overlap density δ_p*(i) δ_q(i) vanishes at every i (`h2`), so the overlap and K are zero. In J only the term i = p, j = q survives, and it equals v(p,q).

```lean
/-- Orbitals located at two distinct points `p`, `q` are orthonormal, and their `J - K` equals
the kernel entry `v(p,q)`. -/
theorem pointOrbital_coulomb_sub_exchange (v : Matrix n n ℝ) {p q : n} (hpq : p ≠ q) :
    ∑ x, conj (pointOrbital p x) * pointOrbital p x = 1 ∧
    ∑ x, conj (pointOrbital q x) * pointOrbital q x = 1 ∧
    ∑ x, conj (pointOrbital p x) * pointOrbital q x = 0 ∧
    coulomb v (pointOrbital p) (pointOrbital q) - exchange v (pointOrbital p) (pointOrbital q)
      = v p q := by
  have h1 : ∀ r x : n, conj (pointOrbital r x) * pointOrbital r x = pointOrbital r x := by
    intro r x
    by_cases h : x = r <;> simp [pointOrbital, h]
  -- the overlap density vanishes everywhere, so there is no exchange
  have h2 : ∀ x : n, conj (pointOrbital p x) * pointOrbital q x = 0 := by
    intro x
    by_cases h : x = p <;> simp [pointOrbital, h, hpq]
  simp only [coulomb, exchange, h1, h2]
  simp [pointOrbital]
```

## (f) A necessary condition on the kernel

Suppose Re(J_ab − K_ab) ≥ 0 for all a, b. Show that v(p,q) ≥ 0 whenever p ≠ q.

Insert a = δ_p, b = δ_q and use (e). The hypothesis `h`, which says that no pair of equal spin attracts, ranges over all complex functions, normalised or not. It uses `.re` because `coulomb` and `exchange` are complex-valued. The converse is not part of the statement.

```lean
/-- If the real part of `J - K` is nonnegative for all pairs of orbitals, every off-diagonal
entry of the kernel is nonnegative. -/
theorem offDiag_nonneg_of_coulomb_sub_exchange (v : Matrix n n ℝ)
    (h : ∀ a b : n → ℂ, 0 ≤ (coulomb v a b - exchange v a b).re) {p q : n} (hpq : p ≠ q) :
    0 ≤ v p q := by
  have h0 := h (pointOrbital p) (pointOrbital q)
  rwa [(pointOrbital_coulomb_sub_exchange v hpq).2.2.2, Complex.ofReal_re] at h0
```

## (g) Signs of the four-point kernel

Show that V is positive semidefinite with nonnegative entries.

Symmetry and signs are read off the sixteen entries (`fin_cases`). The form is

xᵀVx = x₀² + 2x₁² + 2x₂² + 3x₃² + 2x₀x₁ + 2x₀x₃ + 2x₁x₂

Expanding (x₀ + x₁ + x₃)² + (x₁ + x₂ − x₃)² + (x₂ + x₃)² reproduces it: the terms ±2x₁x₃ cancel between the first two squares and ∓2x₂x₃ between the last two. `ring` confirms the expansion and `positivity` the sign.

```lean
/-- The four-point kernel is positive semidefinite and has nonnegative entries. -/
theorem kernel_isPSD : IsPSD kernel ∧ ∀ i j, 0 ≤ kernel i j := by
  refine ⟨⟨fun i j => ?_, fun x => ?_⟩, fun i j => ?_⟩
  · fin_cases i <;> fin_cases j <;> simp [kernel]
  · have h : x ⬝ᵥ kernel *ᵥ x
        = (x 0 + x 1 + x 3) ^ 2 + (x 1 + x 2 - x 3) ^ 2 + (x 2 + x 3) ^ 2 := by
      simp [kernel, dotProduct, mulVec, Fin.sum_univ_four]
      ring
    rw [h]
    positivity
  · fin_cases i <;> fin_cases j <;> simp [kernel]
```

## (h) The two vectors

Show that the pivots 0, 1 are admissible and compute V₂ = A(V, [0, 1]).

Since V(0,0) = 1, the first vector is column 0, l₀ = (1,1,0,1). The residual V − l₀l₀ᵀ has rows (0,0,0,0), (0,1,1,−1), (0,1,2,0), (0,−1,0,2). Its (1,1) entry is 1, so the second pivot is admissible and l₁ = (0,1,1,−1). The negative component is V(3,1) − l₀(3) l₀(1) = 0 − 1. Then V₂ = l₀l₀ᵀ + l₁l₁ᵀ has rows (1,1,0,1), (1,2,1,0), (0,1,1,−1), (1,0,−1,2). These steps are `hv1`, `hstep` and `hv2`.

```lean
/-- Points 0 and 1, in this order, are admissible pivots of the four-point kernel, and the resulting
two-vector Cholesky approximation is the displayed matrix. -/
theorem kernel_cholApprox : Admissible kernel [0, 1] ∧
    cholApprox kernel [0, 1] = !![1, 1, 0, 1; 1, 2, 1, 0; 0, 1, 1, -1; 1, 0, -1, 2] := by
  have hv1 : cholVec kernel 0 = ![1, 1, 0, 1] := by
    ext i
    fin_cases i <;> simp [cholVec, kernel]
  have hstep : cholStep kernel 0 = !![0, 0, 0, 0; 0, 1, 1, -1; 0, 1, 2, 0; 0, -1, 0, 2] := by
    ext i j
    simp only [cholStep, hv1, Matrix.sub_apply, vecMulVec_apply]
    fin_cases i <;> fin_cases j <;> simp [kernel] <;> norm_num
  -- the second vector acquires a negative component at point 3
  have hv2 : cholVec (cholStep kernel 0) 1 = ![0, 1, 1, -1] := by
    rw [hstep]
    ext i
    fin_cases i <;> simp [cholVec]
  constructor
  · show 0 < kernel 0 0 ∧ 0 < cholStep kernel 0 1 1 ∧ True
    rw [hstep]
    simp [kernel]
  · ext i j
    simp only [cholApprox, hv1, hv2, Matrix.add_apply, Matrix.zero_apply, vecMulVec_apply]
    fin_cases i <;> fin_cases j <;> simp <;> norm_num
```

## (i) The sign of J − K after truncation

Combine the parts for a = δ₂, b = δ₃.

The final theorem has six clauses: the properties of V from (g), admissibility from (h), positive semidefiniteness of V₂ from (d), the entry `hentry`,

V₂(2,3) = l₀(2) l₀(3) + l₁(2) l₁(3) = 0 − 1 = −1

and, by (e), J − K = V(2,3) = 0 and J − K = V₂(2,3) = −1. The discarded square (x₂ + x₃)² of (g) carried the +1 that cancels this entry in V. The theorem concerns one kernel, one pivot list and one orbital pair, and it factorises the kernel over grid points, not the matrix of two-electron integrals over orbital pairs.

```lean
/-- The four-point kernel is positive semidefinite with nonnegative entries, and its Cholesky
approximation from the admissible pivots 0, 1 is positive semidefinite with entry `-1` at (2,3). For
orbitals at points 2 and 3, `J - K` is `0` for the kernel and `-1` for the approximation. -/
theorem truncated_cholesky_breaks_positivity :
    (IsPSD kernel ∧ ∀ i j, 0 ≤ kernel i j) ∧ Admissible kernel [0, 1] ∧
    IsPSD (cholApprox kernel [0, 1]) ∧ cholApprox kernel [0, 1] 2 3 = -1 ∧
    coulomb kernel (pointOrbital 2) (pointOrbital 3)
      - exchange kernel (pointOrbital 2) (pointOrbital 3) = 0 ∧
    coulomb (cholApprox kernel [0, 1]) (pointOrbital 2) (pointOrbital 3)
      - exchange (cholApprox kernel [0, 1]) (pointOrbital 2) (pointOrbital 3) = -1 := by
  have hne : (2 : Fin 4) ≠ 3 := by decide
  have hentry : cholApprox kernel [0, 1] 2 3 = -1 := by
    rw [kernel_cholApprox.2]
    simp
  refine ⟨kernel_isPSD, kernel_cholApprox.1,
    (cholApprox_isPSD _ kernel_isPSD.1 kernel_cholApprox.1).1, hentry, ?_, ?_⟩
  · rw [(pointOrbital_coulomb_sub_exchange _ hne).2.2.2]
    simp [kernel]
  · rw [(pointOrbital_coulomb_sub_exchange _ hne).2.2.2, hentry]
    simp

end

end TruncatedCholesky
```

```lean
#print axioms TruncatedCholesky.offDiag_nonneg_of_coulomb_sub_exchange
#print axioms TruncatedCholesky.kernel_cholApprox
#print axioms TruncatedCholesky.truncated_cholesky_breaks_positivity
```

```
'TruncatedCholesky.offDiag_nonneg_of_coulomb_sub_exchange' depends on axioms: [propext, Classical.choice, Quot.sound]
'TruncatedCholesky.kernel_cholApprox' depends on axioms: [propext, Classical.choice, Quot.sound]
'TruncatedCholesky.truncated_cholesky_breaks_positivity' depends on axioms: [propext, Classical.choice, Quot.sound]
```

## Exchange integrals keep their sign

Part (d) also bounds K; this consequence is argued here in prose only. Write b*(j) a(j) = u(j) + i w(j) with i the imaginary unit and u, w real vectors. For symmetric v the cross terms cancel:

K_ab = uᵀvu + wᵀvw

K is linear in v, and both A(W, ps) and W − A(W, ps) are positive semidefinite, so the exchange integral of the approximation lies between 0 and that of W.
